# Each ordered CIS total energy is an upper bound to the exact energy of the same rank in a finite basis

A configuration-interaction-singles (CIS) calculation on a molecule diagonalises the Hamiltonian among the reference determinant and its single excitations. The lowest root lies at or above the exact ground-state energy by the ordinary variational principle. For the higher roots that principle does not settle the matter directly, because an approximate excited state is in general not orthogonal to the exact states below it. Is the third CIS energy still at or above the third exact energy?

It is, when "exact" means full configuration interaction in the same finite basis and the energies are total energies, sorted with multiplicity. This is the upper-bound half of Cauchy interlacing.

## The Hamiltonian among the retained configurations

Let \(H\) be the Hermitian matrix of the Hamiltonian in a finite orthonormal basis labelled by \(n\). The columns of a rectangular matrix \(V\), labelled by \(m\), are the retained configurations. A third label set \(p\) serves later for a smaller selection. In Lean these labels are finite types, and the dimensions are their cardinalities \(|n|\), \(|m|\) and \(|p|\).

```lean
import Mathlib

open Matrix

namespace CISVariationalBounds

noncomputable section

variable {n m p : Type*} [Fintype n] [DecidableEq n] [Fintype m] [DecidableEq m]
  [Fintype p] [DecidableEq p]
```

The matrix to be diagonalised is

\[
K = V^\dagger H V .
\]

For CIS the columns of \(V\) are the reference and the singles. No reference energy is subtracted from \(H\), so the eigenvalues of \(K\) are total energies and not excitation energies. Despite its name, `cisMatrix` accepts any \(V\); nothing in it singles out single excitations.

```lean
/-- The Hamiltonian matrix `Vᴴ H V` in the configurations given by the columns of `V`. -/
def cisMatrix (V : Matrix n m ℂ) (H : Matrix n n ℂ) : Matrix m m ℂ := Vᴴ * H * V
```

For a Hermitian matrix \(A\) with eigenvalues \(a_i\) and a real energy \(\lambda\) (`lam`), count the states up to that energy:

\[
N_A(\lambda) = \#\{\, i : a_i \le \lambda \,\}.
\]

A degenerate eigenvalue is counted once for each of its states.

```lean
/-- The number of eigenvalues of a Hermitian matrix that are at most `lam`,
counted with multiplicity. -/
def levelCount {A : Matrix n n ℂ} (hA : A.IsHermitian) (lam : ℝ) : ℕ :=
  Fintype.card {i // hA.eigenvalues i ≤ lam}
```

Write the same eigenvalues in increasing order as \(E_0(A) \le E_1(A) \le \dots\), with the lowest at position 0. Mathlib's `eigenvalues₀` is decreasing, and `Fin.rev` reverses it.

```lean
/-- The eigenvalues of a Hermitian matrix in increasing order, repeated by multiplicity;
`k = 0` is the lowest. -/
def level {A : Matrix n n ℂ} (hA : A.IsHermitian) (k : Fin (Fintype.card n)) : ℝ :=
  hA.eigenvalues₀ (Fin.rev k)
```

The projected matrix is Hermitian, since \(K^\dagger = V^\dagger H^\dagger V = K\), so it has real levels to compare.

```lean
omit [DecidableEq n] [Fintype m] [DecidableEq m] in
/-- The projected matrix of a Hermitian Hamiltonian is Hermitian. -/
theorem cisMatrix_isHermitian (V : Matrix n m ℂ) {H : Matrix n n ℂ} (hH : H.IsHermitian) :
    (cisMatrix V H).IsHermitian :=
  isHermitian_conjTranspose_mul_mul V hH
```

## Counting states up to a given energy

The spectral theorem gives a unitary \(U\), with the eigenvectors as columns, such that

\[
A = U\,\mathrm{diag}(a)\,U^\dagger .
\]

```lean
/-- A Hermitian matrix is brought to the diagonal matrix of its eigenvalues by a unitary
matrix. -/
theorem exists_diagonalisation {A : Matrix n n ℂ} (hA : A.IsHermitian) :
    ∃ U : Matrix n n ℂ, Uᴴ * U = 1 ∧ U * Uᴴ = 1 ∧
      U * diagonal (fun i => (hA.eigenvalues i : ℂ)) * Uᴴ = A := by
  refine ⟨hA.eigenvectorUnitary, mem_unitaryGroup_iff'.mp hA.eigenvectorUnitary.2,
    mem_unitaryGroup_iff.mp hA.eigenvectorUnitary.2, ?_⟩
  have h := hA.spectral_theorem
  rw [Unitary.conjStarAlgAut_apply] at h
  exact h.symm
```

In a basis where the energy matrix is diagonal with real entries \(g_i\), a vector \(z\) has the quadratic form

\[
z^\dagger\,\mathrm{diag}(g)\,z = \sum_i g_i\,\bar z_i z_i = \sum_i g_i |z_i|^2 .
\]

The vector need not be normalised; the mean energy of a nonzero \(z\) is this sum divided by \(\sum_i |z_i|^2\).

```lean
/-- For a diagonal energy matrix, the quadratic form of a state is the sum of the energies
weighted by the squared moduli of the amplitudes. -/
theorem expectation_diagonal (g : n → ℝ) (z : n → ℂ) :
    star z ⬝ᵥ (diagonal (fun i => (g i : ℂ)) *ᵥ z) = ((∑ i, g i * ‖z i‖ ^ 2 : ℝ) : ℂ) := by
  push_cast
  refine Finset.sum_congr rfl fun i _ => ?_
  have h : star (z i) * z i = (‖z i‖ : ℂ) ^ 2 := Complex.conj_mul' (z i)
  rw [Pi.star_apply, mulVec_diagonal]
  linear_combination (g i : ℂ) * h
```

Suppose now that a matrix \(W\) satisfies \(W^\dagger W = 1\) and \(W^\dagger\,\mathrm{diag}(e)\,W = \mathrm{diag}(f)\), where \(e_i\) and \(f_j\) are real energies. For any \(y\), put \(z = Wy\). Then

\[
\sum_i e_i|z_i|^2 = \sum_j f_j|y_j|^2, \qquad \sum_i |z_i|^2 = \sum_j |y_j|^2 .
\]

Assume that \(z_i = 0\) whenever \(e_i \le \lambda\), and \(y_j = 0\) whenever \(f_j > \lambda\). Subtracting \(\lambda\) times the second identity from the first gives

\[
0 \le \sum_i (e_i-\lambda)|z_i|^2 = \sum_j (f_j-\lambda)|y_j|^2 \le 0 .
\]

Every term on the left is nonnegative, so every term vanishes. Where \(e_i > \lambda\), this forces \(z_i = 0\). Hence \(z = 0\) and \(y = W^\dagger z = 0\).

The linear map that sends \(y\) to the components \(z_i\) with \(e_i \le \lambda\), together with the components \(y_j\) with \(f_j > \lambda\), is therefore injective. With \(N_e\) and \(N_f\) counting the energies \(e_i\) and \(f_j\) up to \(\lambda\), comparing dimensions gives

\[
|m| \le N_e(\lambda) + \bigl(|m| - N_f(\lambda)\bigr),
\qquad\text{so}\qquad N_f(\lambda) \le N_e(\lambda).
\]

```lean
/-- If an isometry `W` turns the diagonal energy matrix of `e` into that of `f`, then at least
as many of the energies `e` as of the energies `f` are at most `lam`. -/
theorem card_le_of_isometry (W : Matrix n m ℂ) (e : n → ℝ) (f : m → ℝ) (hW : Wᴴ * W = 1)
    (hD : Wᴴ * diagonal (fun i => (e i : ℂ)) * W = diagonal (fun j => (f j : ℂ))) (lam : ℝ) :
    Fintype.card {j // f j ≤ lam} ≤ Fintype.card {i // e i ≤ lam} := by
  -- a diagonal quadratic form has the same value in the two descriptions
  have transfer : ∀ (a : n → ℝ) (b : m → ℝ),
      Wᴴ * diagonal (fun i => (a i : ℂ)) * W = diagonal (fun j => (b j : ℂ)) →
      ∀ y : m → ℂ, ∑ i, a i * ‖(W *ᵥ y) i‖ ^ 2 = ∑ j, b j * ‖y j‖ ^ 2 := by
    intro a b h y
    apply Complex.ofReal_injective
    rw [← expectation_diagonal a (W *ᵥ y), ← expectation_diagonal b y, ← h, star_mulVec,
      ← mulVec_mulVec, ← mulVec_mulVec, ← dotProduct_mulVec]
  -- amplitudes on low states of `e`, together with amplitudes on high states of `f`
  let S : (m → ℂ) →ₗ[ℂ] ({i // e i ≤ lam} → ℂ) × ({j // ¬ f j ≤ lam} → ℂ) :=
    ((LinearMap.funLeft ℂ ℂ Subtype.val).comp W.mulVecLin).prod
      (LinearMap.funLeft ℂ ℂ Subtype.val)
  have hS : Function.Injective S := by
    rw [injective_iff_map_eq_zero]
    intro y hy
    have hlow : ∀ i, e i ≤ lam → (W *ᵥ y) i = 0 := fun i hi =>
      congrFun (congrArg Prod.fst hy) ⟨i, hi⟩
    have hhigh : ∀ j, ¬ f j ≤ lam → y j = 0 := fun j hj =>
      congrFun (congrArg Prod.snd hy) ⟨j, hj⟩
    have hE := transfer e f hD y
    have hN := transfer (fun _ => 1) (fun _ => 1) (by simpa using hW) y
    simp only [one_mul] at hN
    have hsum : ∑ i, (e i - lam) * ‖(W *ᵥ y) i‖ ^ 2 = ∑ j, (f j - lam) * ‖y j‖ ^ 2 := by
      simp only [sub_mul, Finset.sum_sub_distrib, ← Finset.mul_sum]
      rw [hE, hN]
    have hpos : ∀ i, 0 ≤ (e i - lam) * ‖(W *ᵥ y) i‖ ^ 2 := by
      intro i
      by_cases hi : e i ≤ lam
      · simp [hlow i hi]
      · exact mul_nonneg (by linarith [not_le.mp hi]) (sq_nonneg _)
    have hneg : ∑ j, (f j - lam) * ‖y j‖ ^ 2 ≤ 0 := by
      refine Finset.sum_nonpos fun j _ => ?_
      by_cases hj : f j ≤ lam
      · exact mul_nonpos_of_nonpos_of_nonneg (by linarith) (sq_nonneg _)
      · simp [hhigh j hj]
    have hzero := (Finset.sum_eq_zero_iff_of_nonneg (fun i _ => hpos i)).mp
      (le_antisymm (hsum.le.trans hneg) (Finset.sum_nonneg fun i _ => hpos i))
    have hz : W *ᵥ y = 0 := by
      funext i
      by_cases hi : e i ≤ lam
      · exact hlow i hi
      · have hne : e i - lam ≠ 0 := (sub_pos.mpr (not_le.mp hi)).ne'
        exact norm_eq_zero.mp (pow_eq_zero_iff two_ne_zero |>.mp
          ((mul_eq_zero.mp (hzero i (Finset.mem_univ i))).resolve_left hne))
    calc y = Wᴴ *ᵥ (W *ᵥ y) := by rw [mulVec_mulVec, hW, one_mulVec]
      _ = 0 := by rw [hz, mulVec_zero]
  -- compare dimensions
  have hdim := LinearMap.finrank_le_finrank_of_injective hS
  simp only [Module.finrank_prod, Module.finrank_fintype_fun_eq_card] at hdim
  have hc := Fintype.card_subtype_compl (fun j => f j ≤ lam)
  have hle := Fintype.card_subtype_le (fun j => f j ≤ lam)
  omega
```

Here `transfer` proves both sum identities, the second by taking all energies equal to 1. The injective map is called `S`, which is not an overlap matrix. The two signs in the chain of inequalities are `hpos` and `hneg`, `hzero` extracts the vanishing terms, and `omega` finishes the dimension count.

To apply this to CIS, diagonalise both matrices:

\[
H = U\,\mathrm{diag}(e)\,U^\dagger, \qquad K = Q\,\mathrm{diag}(f)\,Q^\dagger, \qquad W = U^\dagger V Q .
\]

The entry \(W_{ij}\) is the overlap of exact eigenvector \(i\) with CIS eigenvector \(j\). If the configurations are orthonormal, \(V^\dagger V = 1\), then

\[
W^\dagger W = Q^\dagger V^\dagger U U^\dagger V Q = Q^\dagger Q = 1,
\]
\[
W^\dagger\,\mathrm{diag}(e)\,W = Q^\dagger V^\dagger H V Q = Q^\dagger K Q = \mathrm{diag}(f).
\]

The previous step gives \(N_K(\lambda) \le N_H(\lambda)\) for every real \(\lambda\). The two `calc` blocks are these two lines.

```lean
/-- For orthonormal configurations, at least as many exact energies as CIS energies are at most
`lam`, counted with multiplicity. -/
theorem levelCount_cis_le {H : Matrix n n ℂ} (hH : H.IsHermitian) (V : Matrix n m ℂ)
    (hV : Vᴴ * V = 1) (lam : ℝ) :
    levelCount (cisMatrix_isHermitian V hH) lam ≤ levelCount hH lam := by
  obtain ⟨U, _, hU, hHU⟩ := exists_diagonalisation hH
  obtain ⟨Q, hQ, _, hKQ⟩ := exists_diagonalisation (cisMatrix_isHermitian V hH)
  -- overlaps between exact and CIS eigenvectors
  refine card_le_of_isometry (Uᴴ * V * Q) _ _ ?_ ?_ lam
  · calc _ = Qᴴ * (Vᴴ * (U * Uᴴ) * V) * Q := by
          simp only [conjTranspose_mul, conjTranspose_conjTranspose, Matrix.mul_assoc]
      _ = 1 := by rw [hU, Matrix.mul_one, hV, Matrix.mul_one, hQ]
  · calc _ = Qᴴ * (Vᴴ * (U * diagonal (fun i => (hH.eigenvalues i : ℂ)) * Uᴴ) * V) * Q := by
          simp only [conjTranspose_mul, conjTranspose_conjTranspose, Matrix.mul_assoc]
      _ = Qᴴ * cisMatrix V H * Q := by rw [hHU, cisMatrix]
      _ = (Qᴴ * Q) * diagonal (fun j =>
            ((cisMatrix_isHermitian V hH).eigenvalues j : ℂ)) * (Qᴴ * Q) := by
          conv_lhs => rw [← hKQ]
          simp only [Matrix.mul_assoc]
      _ = _ := by rw [hQ, Matrix.one_mul, Matrix.mul_one]
```

## From counts to ordered energies

Counts and ordered levels carry the same information:

\[
k < N_A(\lambda) \iff E_k(A) \le \lambda .
\]

If \(E_k(A) \le \lambda\), then levels \(0,\dots,k\) all lie at or below \(\lambda\), which makes at least \(k+1\) of them. If \(E_k(A) > \lambda\), only levels at positions below \(k\) can do so, which makes at most \(k\). The sets `Finset.Iic k` and `Finset.Iio k` are these two ranges of positions.

```lean
/-- Level `k`, counted from zero, is at most `lam` exactly when more than `k` levels are. -/
theorem lt_levelCount_iff {A : Matrix n n ℂ} (hA : A.IsHermitian) (lam : ℝ)
    (k : Fin (Fintype.card n)) : (k : ℕ) < levelCount hA lam ↔ level hA k ≤ lam := by
  have hmono : Monotone (level hA) := fun a b h =>
    hA.eigenvalues₀_antitone (Fin.rev_le_rev.mpr h)
  obtain ⟨e, he⟩ : ∃ e : Fin (Fintype.card n) ≃ n, ∀ j, hA.eigenvalues (e j) = level hA j :=
    ⟨Fin.revPerm.trans (Fintype.equivOfCardEq (Fintype.card_fin _)), fun j => by
      simp [level, IsHermitian.eigenvalues]⟩
  have hc : levelCount hA lam = (Finset.univ.filter fun j => level hA j ≤ lam).card := by
    rw [levelCount, ← Fintype.card_subtype]
    exact (Fintype.card_congr (e.subtypeEquiv fun j => by rw [he])).symm
  rw [hc]
  constructor
  · intro h
    by_contra hk
    have hsub : (Finset.univ.filter fun j => level hA j ≤ lam) ⊆ Finset.Iio k := by
      intro j hj
      rw [Finset.mem_Iio]
      by_contra hjk
      exact hk ((hmono (not_lt.mp hjk)).trans (Finset.mem_filter.mp hj).2)
    have hcard := Finset.card_le_card hsub
    rw [Fin.card_Iio] at hcard
    omega
  · intro h
    have hsub : Finset.Iic k ⊆ (Finset.univ.filter fun j => level hA j ≤ lam) := fun j hj =>
      Finset.mem_filter.mpr ⟨Finset.mem_univ j, (hmono (Finset.mem_Iic.mp hj)).trans h⟩
    have hcard := Finset.card_le_card hsub
    rw [Fin.card_Iic] at hcard
    omega
```

An exact level at position \(k\) must exist before it can be compared. From \(Vx = Vy\) follows \(x = V^\dagger V x = V^\dagger V y = y\), so \(V\) is injective and \(|m| \le |n|\).

```lean
omit [DecidableEq n] in
/-- Orthonormal configurations are at most as many as the dimension of the full space. -/
theorem card_configurations_le (V : Matrix n m ℂ) (hV : Vᴴ * V = 1) :
    Fintype.card m ≤ Fintype.card n := by
  have hinj : Function.Injective V.mulVecLin := by
    intro x y hxy
    have h : Vᴴ *ᵥ (V *ᵥ x) = Vᴴ *ᵥ (V *ᵥ y) := congrArg (fun z => Vᴴ *ᵥ z) hxy
    simpa only [mulVec_mulVec, hV, one_mulVec] using h
  simpa only [Module.finrank_fintype_fun_eq_card] using
    LinearMap.finrank_le_finrank_of_injective hinj
```

Now set \(\lambda = E_k(K)\). Then \(k < N_K(\lambda) \le N_H(\lambda)\), and therefore

\[
E_k(H) \le E_k(K), \qquad 0 \le k < |m| .
\]

In the Lean statement, `hH` says that the Hamiltonian is Hermitian and `hV` that the configurations are orthonormal, as Slater determinants built from orthonormal spin orbitals are. `Fin.castLE` keeps the number \(k\) and only reads it as a position in the longer spectrum.

```lean
/-- For orthonormal configurations, each CIS total energy is an upper bound to the exact total
energy with the same position in the ordered spectrum. -/
theorem exact_level_le_cis_level {H : Matrix n n ℂ} (hH : H.IsHermitian) (V : Matrix n m ℂ)
    (hV : Vᴴ * V = 1) (k : Fin (Fintype.card m)) :
    level hH (Fin.castLE (card_configurations_le V hV) k) ≤
      level (cisMatrix_isHermitian V hH) k := by
  rw [← lt_levelCount_iff]
  exact lt_of_lt_of_le ((lt_levelCount_iff _ _ k).mpr le_rfl) (levelCount_cis_le hH V hV _)
```

In a CIS program based on closed-shell or unrestricted Hartree–Fock, the converged reference does not couple to the singles. The program diagonalises the singles block and reports excitation energies \(\omega_j\). The eigenvalues of \(K\) are then \(E_{\mathrm{HF}}\) and all the \(E_{\mathrm{HF}}+\omega_j\), sorted together, where \(E_{\mathrm{HF}}\) is the Hartree–Fock energy. If only singlets are computed, \(H\) and \(V\) are both restricted to the singlet space, and the bound compares singlets with singlets.

The passage from the finite matrix \(H\) to the molecular Hamiltonian in a complete basis is a further step that the hypotheses do not supply.

## Enlarging the configuration space

Let \(X\) satisfy \(X^\dagger X = 1\). The columns of \(VX\) are combinations of the columns of \(V\), and

\[
(VX)^\dagger H (VX) = X^\dagger (V^\dagger H V) X .
\]

The smaller calculation is thus a projection of the larger one, and the bound applies with \(V^\dagger H V\) in the role of the exact Hamiltonian:

\[
E_k(V^\dagger H V) \le E_k\bigl((VX)^\dagger H (VX)\bigr), \qquad 0 \le k < |p| .
\]

The inequality holds for any \(V\); when the columns of \(V\) are orthonormal, both sides are variational energies. In a Davidson diagonalisation, adding orthonormal trial vectors to the current ones is such an enlargement, with \(X\) selecting the old vectors, so no ordered subspace energy rises when the finite subspace grows.

```lean
omit [DecidableEq n] in
/-- If `X` is an isometry, each eigenvalue of `(V X)ᴴ H (V X)`, taken in increasing order, is at
least the eigenvalue of `Vᴴ H V` at the same position. -/
theorem level_le_of_nested {H : Matrix n n ℂ} (hH : H.IsHermitian) (V : Matrix n m ℂ)
    (X : Matrix m p ℂ) (hX : Xᴴ * X = 1) (k : Fin (Fintype.card p)) :
    level (cisMatrix_isHermitian V hH) (Fin.castLE (card_configurations_le X hX) k) ≤
      level (cisMatrix_isHermitian (V * X) hH) k := by
  have hcongr : ∀ (A B : Matrix p p ℂ) (hA : A.IsHermitian) (hB : B.IsHermitian),
      A = B → level hA k = level hB k := by
    intro A B hA hB h
    subst h
    rfl
  -- projecting twice is projecting once with the product
  have h : cisMatrix (V * X) H = cisMatrix X (cisMatrix V H) := by
    simp only [cisMatrix, conjTranspose_mul, Matrix.mul_assoc]
  rw [hcongr _ _ _ (cisMatrix_isHermitian X (cisMatrix_isHermitian V hH)) h]
  exact exact_level_le_cis_level (cisMatrix_isHermitian V hH) X hX k
```

## Three configurations, one of them omitted

Take a reference, a single and a double excitation, with

\[
H = \begin{pmatrix} 0 & 0 & i \\ 0 & 1 & 1 \\ -i & 1 & 2 \end{pmatrix},
\qquad
V = \begin{pmatrix} 1 & 0 \\ 0 & 1 \\ 0 & 0 \end{pmatrix},
\qquad
V^\dagger H V = \begin{pmatrix} 0 & 0 \\ 0 & 1 \end{pmatrix}.
\]

The next theorem confirms that \(V\) has orthonormal columns, that \(H\) is Hermitian and that the projected matrix is the one shown.

```lean
/-- Two orthonormal configurations and a Hermitian Hamiltonian that couples both of them to a
third, omitted one; the projected matrix is diagonal with entries 0 and 1. -/
theorem exact_level_le_cis_level_witness :
    (!![1, 0; 0, 1; 0, 0] : Matrix (Fin 3) (Fin 2) ℂ)ᴴ *
      (!![1, 0; 0, 1; 0, 0] : Matrix (Fin 3) (Fin 2) ℂ) = 1 ∧
    (!![0, 0, Complex.I; 0, 1, 1; -Complex.I, 1, 2] : Matrix (Fin 3) (Fin 3) ℂ).IsHermitian ∧
    cisMatrix (!![1, 0; 0, 1; 0, 0] : Matrix (Fin 3) (Fin 2) ℂ)
      !![0, 0, Complex.I; 0, 1, 1; -Complex.I, 1, 2] = !![0, 0; 0, 1] := by
  refine ⟨?_, ?_, ?_⟩
  · ext i j
    fin_cases i <;> fin_cases j <;> simp [Matrix.mul_apply, Fin.sum_univ_succ]
  · rw [Matrix.IsHermitian]
    ext i j
    fin_cases i <;> fin_cases j <;> simp
  · ext i j
    fin_cases i <;> fin_cases j <;> simp [cisMatrix, Matrix.mul_apply, Fin.sum_univ_succ]

end

end CISVariationalBounds
```

The same matrix shows why the bound concerns total energies. The characteristic equation \(x^3 - 3x^2 + 1 = 0\), solved numerically and separately from the Lean development, has roots near \(-0.53\), \(0.65\) and \(2.88\). The CIS energies 0 and 1 lie above the first two, yet the CIS excitation energy is 1 while the exact one is about 1.18. Each CIS total energy is an upper bound to its exact counterpart, but the CIS excitation energy here is not an upper bound to the exact one.

```lean
#print axioms CISVariationalBounds.exact_level_le_cis_level
-- 'CISVariationalBounds.exact_level_le_cis_level' depends on axioms: [propext, Classical.choice, Quot.sound]
#print axioms CISVariationalBounds.level_le_of_nested
-- 'CISVariationalBounds.level_le_of_nested' depends on axioms: [propext, Classical.choice, Quot.sound]
```
